# Truncating the transition space never raises the polarizability of a positive definite response matrix

Let $M$ be a real symmetric positive definite matrix indexed by finitely many transitions, $d$ a real dipole vector and $S$ any set of retained transitions. Then

$$\alpha_S=\langle d_S,(M_{SS})^{-1}d_S\rangle\;\le\;\alpha=\langle d,M^{-1}d\rangle ,$$

with equality if and only if $M^{-1}d$ vanishes outside $S$. Here $M_{SS}$ is the block of $M$ on $S$, and $d_S$ is the part of $d$ on $S$. The set $S$ may be empty, in which case $\alpha_S=0$.

In linear-response time-dependent density functional theory with real orbitals and an adiabatic kernel, $M$ plays the part of the static matrix $A+B$, and $\alpha$ is a diagonal component of the static polarizability up to a constant prefactor. For a finite transition space with fixed orbitals and a fixed kernel, a truncated calculation therefore approaches the full value from below. Positive definiteness stands for the stability of the reference state against real orbital variations; it is assumed here, not derived from a functional.

## Response, polarizability and trial vectors

The transitions are the elements of a finite type `n`, and vectors are functions `n → ℝ`.

```lean
import Mathlib

open Matrix

namespace TruncatedPolarizability

noncomputable section

variable {n : Type*} [Fintype n] [DecidableEq n]
```

The response $r=M^{-1}d$ solves $Mr=d$. In Lean, `*ᵥ` applies a matrix to a vector.

```lean
/-- The linear response `M⁻¹ d` to the dipole vector `d`, for an invertible response matrix `M`. -/
def response (M : Matrix n n ℝ) (d : n → ℝ) : n → ℝ := M⁻¹ *ᵥ d
```

The polarizability is the overlap of the dipole vector with the response, $\alpha=\langle d,r\rangle$. The dot product `⬝ᵥ` is the real one, and no factor for spin or units is included.

```lean
/-- The polarizability `⟨d, M⁻¹ d⟩`, for an invertible response matrix `M`. -/
def polarizability (M : Matrix n n ℝ) (d : n → ℝ) : ℝ := d ⬝ᵥ response M d
```

The Hylleraas functional assigns to every trial response $x$ the number

$$J(x)=2\langle d,x\rangle-\langle x,Mx\rangle .$$

```lean
/-- The Hylleraas functional `2⟨d, x⟩ - ⟨x, M x⟩` of a trial response `x`. -/
def hylleraas (M : Matrix n n ℝ) (d x : n → ℝ) : ℝ := 2 * (d ⬝ᵥ x) - x ⬝ᵥ M *ᵥ x
```

## Restriction to the retained transitions

Truncation keeps the matrix elements $M_{ij}$ with $i,j\in S$ and leaves their values unchanged. A calculation that recomputes the orbitals in a smaller basis can change these values, and the theorem does not cover that case.

```lean
/-- The block `M_SS` of the response matrix on the retained transitions. -/
def block (M : Matrix n n ℝ) (S : Finset n) : Matrix S S ℝ :=
  M.submatrix (fun i => (i : n)) (fun i => (i : n))
```

The dipole vector is cut down in the same way, to $d_S=(d_i)_{i\in S}$.

```lean
/-- The components of a vector on the retained transitions. -/
def restrict (S : Finset n) (v : n → ℝ) : S → ℝ := fun i => v i
```

In the other direction, a vector $x$ on $S$ becomes a vector $E_Sx$ on all transitions, equal to $x_i$ for $i\in S$ and to zero elsewhere.

```lean
/-- A vector on the retained transitions, extended by zero to all transitions. -/
def embed (S : Finset n) (x : S → ℝ) : n → ℝ := fun i => if h : i ∈ S then x ⟨i, h⟩ else 0
```

The truncated polarizability $\alpha_S$ is the polarizability of the smaller problem with matrix $M_{SS}$ and dipole $d_S$.

```lean
/-- The polarizability `⟨d_S, (M_SS)⁻¹ d_S⟩` computed with the retained transitions only,
for an invertible block `M_SS`. -/
def truncatedPolarizability (M : Matrix n n ℝ) (d : n → ℝ) (S : Finset n) : ℝ :=
  polarizability (block M S) (restrict S d)
```

Its response $r_S=(M_{SS})^{-1}d_S$, extended by zero, is $E_Sr_S$. This vector can be compared with the full response $r$.

```lean
/-- The response `(M_SS)⁻¹ d_S` of the truncated problem, extended by zero to all transitions,
for an invertible block `M_SS`. -/
def truncatedResponse (M : Matrix n n ℝ) (d : n → ℝ) (S : Finset n) : n → ℝ :=
  embed S (response (block M S) (restrict S d))
```

## Completing the square

Since $M$ is symmetric and $Mr=d$, we have $\langle r,Mx\rangle=\langle Mr,x\rangle=\langle d,x\rangle$. Therefore

$$\begin{aligned}
\langle x-r,M(x-r)\rangle
&=\langle x,Mx\rangle-\langle x,Mr\rangle-\langle r,Mx\rangle+\langle r,Mr\rangle\\
&=\langle x,Mx\rangle-2\langle d,x\rangle+\langle d,r\rangle
=\alpha-J(x).
\end{aligned}$$

In the code, `hr` is $Mr=d$, `hT` is the symmetry of $M$, which `PosDef` contains, and `hs` is the cross term. The rewriting expands the square, and `ring` collects the terms.

```lean
/-- For a positive definite response matrix, the Hylleraas functional falls short of the
polarizability by the quadratic form of the error in the trial response. -/
theorem polarizability_sub_hylleraas {M : Matrix n n ℝ} (hM : M.PosDef) (d x : n → ℝ) :
    polarizability M d - hylleraas M d x
      = (x - response M d) ⬝ᵥ M *ᵥ (x - response M d) := by
  have hr : M *ᵥ response M d = d := by
    rw [response, Matrix.mulVec_mulVec, Matrix.mul_nonsing_inv _ hM.det_pos.ne'.isUnit,
      Matrix.one_mulVec]
  have hT : Mᵀ = M := by
    rw [← Matrix.conjTranspose_eq_transpose_of_trivial]
    exact hM.isHermitian
  -- the symmetry of `M` identifies the two cross terms
  have hs : response M d ⬝ᵥ M *ᵥ x = x ⬝ᵥ d := by
    rw [Matrix.dotProduct_mulVec, ← Matrix.mulVec_transpose, hT, hr, dotProduct_comm]
  unfold polarizability hylleraas
  rw [Matrix.mulVec_sub, hr, dotProduct_sub, sub_dotProduct, sub_dotProduct, hs,
    dotProduct_comm d x, dotProduct_comm d (response M d)]
  ring
```

The right-hand side is nonnegative, so $J(x)\le\alpha$ for every trial vector.

```lean
/-- For a positive definite response matrix, every trial response gives a lower bound to the
polarizability. -/
theorem hylleraas_le {M : Matrix n n ℝ} (hM : M.PosDef) (d x : n → ℝ) :
    hylleraas M d x ≤ polarizability M d := by
  have h := hM.posSemidef.dotProduct_mulVec_nonneg (x - response M d)
  rw [star_trivial, ← polarizability_sub_hylleraas hM] at h
  linarith
```

## Trial vectors supported on the retained set

For any $v$, the terms outside $S$ drop out of the overlap with an extended vector:

$$\langle v,E_Sx\rangle=\sum_i v_i(E_Sx)_i=\sum_{i\in S}v_ix_i=\langle v_S,x\rangle .$$

`Finset.sum_subset` removes the vanishing terms.

```lean
/-- The overlap with a vector extended by zero involves the retained transitions only. -/
theorem dotProduct_embed (S : Finset n) (v : n → ℝ) (x : S → ℝ) :
    v ⬝ᵥ embed S x = restrict S v ⬝ᵥ x := by
  have h : ∑ i ∈ S, v i * embed S x i = ∑ i, v i * embed S x i :=
    Finset.sum_subset (Finset.subset_univ S) (fun i _ hi => by simp [embed, hi])
  simp only [dotProduct]
  rw [← h, ← Finset.sum_coe_sort S]
  exact Finset.sum_congr rfl (fun i _ => by simp [embed, restrict])
```

Taking row $i\in S$ of $M$ for $v$ gives $(ME_Sx)_i=(M_{SS}x)_i$, which is `hb` below. Hence $\langle E_Sx,ME_Sx\rangle=\langle x,M_{SS}x\rangle$, and

$$J(E_Sx)=2\langle d_S,x\rangle-\langle x,M_{SS}x\rangle=J_S(x),$$

where $J_S$ is the Hylleraas functional of the truncated problem. This identity holds for any real matrix.

```lean
/-- On trial responses extended by zero, the Hylleraas functional is that of the truncated
problem. -/
theorem hylleraas_embed (M : Matrix n n ℝ) (d : n → ℝ) (S : Finset n) (x : S → ℝ) :
    hylleraas M d (embed S x) = hylleraas (block M S) (restrict S d) x := by
  have hb : restrict S (M *ᵥ embed S x) = block M S *ᵥ x := by
    funext i
    exact dotProduct_embed S (M i) x
  unfold hylleraas
  rw [dotProduct_embed, dotProduct_comm (embed S x), dotProduct_embed, hb, dotProduct_comm x]
```

The block is symmetric because $M$ is. If $x\neq0$, then $E_Sx\neq0$, so

$$\langle x,M_{SS}x\rangle=\langle E_Sx,ME_Sx\rangle>0 .$$

Thus $M_{SS}$ is positive definite, and in particular invertible. The code obtains the equality of the two quadratic forms from the preceding lemma with $d=0$, where the functional is minus the quadratic form.

```lean
/-- Each diagonal block of a positive definite response matrix is positive definite. -/
theorem posDef_block {M : Matrix n n ℝ} (hM : M.PosDef) (S : Finset n) :
    (block M S).PosDef := by
  refine Matrix.posDef_iff_dotProduct_mulVec.2 ⟨hM.isHermitian.submatrix _, ?_⟩
  intro x hx
  have hne : embed S x ≠ 0 := by
    intro h
    apply hx
    funext i
    have hi := congrFun h (i : n)
    simpa [embed] using hi
  have hpos := hM.dotProduct_mulVec_pos hne
  -- with zero dipole the Hylleraas functional is minus the quadratic form
  have h := hylleraas_embed M 0 S x
  have h0 : restrict S (0 : n → ℝ) = 0 := rfl
  simp only [hylleraas, h0, zero_dotProduct, mul_zero, zero_sub, neg_inj] at h
  rw [star_trivial] at hpos ⊢
  rwa [← h]
```

## The retained set as an index type

The truncated problem has the same form as the full one, so the completed square applies to it as well. With $M_{SS}$, $d_S$ and the trial vector $r_S$, the error is zero, and

$$J(E_Sr_S)=J_S(r_S)=\alpha_S .$$

The Lean device behind this step is that a finite set can serve as a type. In `Matrix S S ℝ`, the set `S : Finset n` is read as the type of its elements, each consisting of a transition `i` together with a proof that `i ∈ S`. This is why `embed` evaluates `x ⟨i, h⟩`. Since `polarizability_sub_hylleraas` was proved for an arbitrary finite index type, Lean can put this new type in place of `n`, and the square need not be completed a second time for the block. The two ways of summing over $S$, as a subset and as a type, are matched by `Finset.sum_coe_sort`, used once in `dotProduct_embed`.

```lean
/-- For a positive definite response matrix, the truncated polarizability is the Hylleraas
functional of the full problem at the truncated response. -/
theorem hylleraas_truncatedResponse {M : Matrix n n ℝ} (hM : M.PosDef) (d : n → ℝ)
    (S : Finset n) :
    hylleraas M d (truncatedResponse M d S) = truncatedPolarizability M d S := by
  have h := polarizability_sub_hylleraas (posDef_block hM S) (restrict S d)
    (response (block M S) (restrict S d))
  rw [sub_self, zero_dotProduct] at h
  rw [truncatedResponse, hylleraas_embed, truncatedPolarizability]
  linarith
```

Now let $y$ be any vector on all transitions that vanishes outside $S$. Then $y=E_Sy_S$, and the variational bound for the block gives

$$J(y)=J_S(y_S)\le\alpha_S .$$

The code checks $y=E_Sy_S$ component by component, inside and outside $S$, and then applies `hylleraas_le` to the block.

```lean
/-- For a positive definite response matrix, a trial response that vanishes outside `S` gives a
lower bound to the polarizability truncated to `S`. -/
theorem hylleraas_le_truncated {M : Matrix n n ℝ} (hM : M.PosDef) (d : n → ℝ) (S : Finset n)
    {y : n → ℝ} (hy : ∀ i, i ∉ S → y i = 0) :
    hylleraas M d y ≤ truncatedPolarizability M d S := by
  have h : embed S (restrict S y) = y := by
    funext i
    by_cases hi : i ∈ S
    · simp [embed, restrict, hi]
    · simp [embed, hi, hy i hi]
  rw [← h, hylleraas_embed]
  exact hylleraas_le (posDef_block hM S) _ _
```

## The bound and its equality case

The inequality is the variational bound at the truncated response: $\alpha_S=J(E_Sr_S)\le\alpha$.

Suppose that $\alpha_S=\alpha$. With the error $e=E_Sr_S-r$, completing the square gives

$$0=\alpha-\alpha_S=\langle e,Me\rangle .$$

Positive definiteness forces $e=0$. Hence $r=E_Sr_S$, which vanishes outside $S$.

Conversely, suppose that $r$ vanishes outside $S$. Then $r$ is an admissible trial vector for the truncated problem, so $\alpha=J(r)\le\alpha_S$, and the two values agree.

The theorem states the inequality and the equivalence as a conjunction. The condition `∀ i, i ∉ S → (M⁻¹ *ᵥ d) i = 0` concerns the response, not the dipole vector. In the proof, `he` is $e=0$, and `le_antisymm` combines the two inequalities in the converse.

Symmetry and invertibility alone do not suffice for the bound: for $M=\mathrm{diag}(1,-1)$, $d=(1,1)$ and only the first transition retained, $\alpha_S=1$ while $\alpha=0$.

```lean
/-- For a positive definite response matrix, truncation to the transitions in `S` never raises
the polarizability, and leaves it unchanged if and only if the full response `M⁻¹ d` vanishes
outside `S`. -/
theorem truncatedPolarizability_le {M : Matrix n n ℝ} (hM : M.PosDef) (d : n → ℝ)
    (S : Finset n) :
    truncatedPolarizability M d S ≤ polarizability M d ∧
      (truncatedPolarizability M d S = polarizability M d ↔
        ∀ i, i ∉ S → (M⁻¹ *ᵥ d) i = 0) := by
  have hle : truncatedPolarizability M d S ≤ polarizability M d := by
    rw [← hylleraas_truncatedResponse hM]
    exact hylleraas_le hM d _
  refine ⟨hle, fun heq i hi => ?_, fun hy => le_antisymm hle ?_⟩
  · -- a vanishing gap forces the truncated and the full response to coincide
    have hgap := polarizability_sub_hylleraas hM d (truncatedResponse M d S)
    rw [hylleraas_truncatedResponse hM] at hgap
    have he : truncatedResponse M d S - response M d = 0 := by
      by_contra hne
      have hpos := hM.dotProduct_mulVec_pos hne
      rw [star_trivial] at hpos
      linarith
    have h := congrFun (sub_eq_zero.1 he) i
    have h0 : truncatedResponse M d S i = 0 := by simp [truncatedResponse, embed, hi]
    exact h.symm.trans h0
  · -- the full response is an admissible trial vector of the truncated problem
    have h := polarizability_sub_hylleraas hM d (response M d)
    rw [sub_self, zero_dotProduct] at h
    have h' := hylleraas_le_truncated hM d S (y := response M d) hy
    linarith
```

## Growth along nested sets

If $S\subseteq T$, the vector $E_Sr_S$ vanishes outside $T$ as well. It is therefore a trial vector for the problem truncated to $T$, and

$$\alpha_S=J(E_Sr_S)\le\alpha_T .$$

Adding transitions to a retained set never lowers the polarizability.

```lean
/-- For a positive definite response matrix, enlarging the set of retained transitions never
lowers the truncated polarizability. -/
theorem truncatedPolarizability_mono {M : Matrix n n ℝ} (hM : M.PosDef) (d : n → ℝ)
    {S T : Finset n} (hST : S ⊆ T) :
    truncatedPolarizability M d S ≤ truncatedPolarizability M d T := by
  rw [← hylleraas_truncatedResponse hM d S]
  refine hylleraas_le_truncated hM d T (fun i hi => ?_)
  have hS : i ∉ S := fun h => hi (hST h)
  simp [truncatedResponse, embed, hS]
```

## A dark transition that contributes

Take two transitions, numbered 0 and 1 as in Lean, with

$$M=\begin{pmatrix}a&b\\ b&c\end{pmatrix},\qquad d=\begin{pmatrix}\mu\\0\end{pmatrix},\qquad b\neq0,\quad\mu\neq0,$$

and $M$ positive definite. Transition 1 has no dipole, but it couples to the bright transition 0. Retaining only transition 0 gives a strictly smaller polarizability.

Suppose that the two values were equal. The equality case gives $r_1=0$, and the equations $Mr=d$ become $ar_0=\mu$ and $br_0=0$. Since $b\neq0$, it follows that $r_0=0$ and hence $\mu=0$, a contradiction. In the code, `h1` is $r_1=0$, while `e0` and `e1` are the two rows of $Mr=d$; the inverse matrix is never computed.

In this two-transition model, a zero dipole is thus not enough to justify discarding a transition from a polarizability calculation.

```lean
/-- For two transitions with a positive definite response matrix, dropping the one with zero
dipole strictly lowers the polarizability if the coupling `b` and the other dipole `μ` are
nonzero. -/
theorem dark_transition_contributes {a b c μ : ℝ}
    (hM : (!![a, b; b, c] : Matrix (Fin 2) (Fin 2) ℝ).PosDef) (hb : b ≠ 0) (hμ : μ ≠ 0) :
    truncatedPolarizability !![a, b; b, c] ![μ, 0] {0}
      < polarizability !![a, b; b, c] ![μ, 0] := by
  have hmain := truncatedPolarizability_le hM ![μ, 0] {0}
  refine lt_of_le_of_ne hmain.1 (fun h => hμ ?_)
  have h1 := hmain.2.1 h 1 (by simp)
  have hr : !![a, b; b, c] *ᵥ (!![a, b; b, c]⁻¹ *ᵥ ![μ, 0]) = ![μ, 0] := by
    rw [Matrix.mulVec_mulVec, Matrix.mul_nonsing_inv _ hM.det_pos.ne'.isUnit,
      Matrix.one_mulVec]
  generalize !![a, b; b, c]⁻¹ *ᵥ ![μ, 0] = r at hr h1
  have e0 : a * r 0 + b * r 1 = μ := by
    simpa [Matrix.mulVec, dotProduct, Fin.sum_univ_two] using congrFun hr 0
  have e1 : b * r 0 + c * r 1 = 0 := by
    simpa [Matrix.mulVec, dotProduct, Fin.sum_univ_two] using congrFun hr 1
  -- without response of the dark transition, the coupling silences the bright one too
  rw [h1, mul_zero, add_zero] at e0 e1
  have r0 : r 0 = 0 := (mul_eq_zero.1 e1).resolve_left hb
  rw [← e0, r0, mul_zero]

end

end TruncatedPolarizability
```

```lean
#print axioms TruncatedPolarizability.truncatedPolarizability_le
#print axioms TruncatedPolarizability.truncatedPolarizability_mono
#print axioms TruncatedPolarizability.dark_transition_contributes
```

```
'TruncatedPolarizability.truncatedPolarizability_le' depends on axioms: [propext, Classical.choice, Quot.sound]
'TruncatedPolarizability.truncatedPolarizability_mono' depends on axioms: [propext, Classical.choice, Quot.sound]
'TruncatedPolarizability.dark_transition_contributes' depends on axioms: [propext, Classical.choice, Quot.sound]
```
